# In a J² eigenstate with quantum number j, the mean angular momentum has length at most j and the three variances sum to at least j

Let v be a unit vector with J²v = j(j+1)v and j ≥ 0, in units with ħ = 1. Then

⟨Jx⟩² + ⟨Jy⟩² + ⟨Jz⟩² ≤ j²  and  Var Jx + Var Jy + Var Jz ≥ j.

For a normalised many-electron wavefunction that is an exact eigenstate of the total spin squared, with spin quantum number j, this limits the length of the mean total spin vector to j, whatever its direction; spin-contaminated states are not covered.

The setting is a complex inner-product space V of any dimension. The inner product ⟨x,y⟩ is linear in y.

```lean
import Mathlib

open Matrix

namespace AngularMomentumVariance

noncomputable section

variable {V : Type*} [NormedAddCommGroup V] [InnerProductSpace ℂ V]
```

## Operators, means and variances

The components are symmetric, ⟨Ju,v⟩ = ⟨u,Jv⟩, and obey [Jx,Jy] = iJz and its cyclic partners. These relations are the assumed physics: they are the commutation relations of the generators of rotations. Each operator is a linear map defined on all of V, so for unbounded operators V stands for a common domain that they map into itself.

```lean
/-- Three symmetric operators that obey the cyclic relations `[Jx, Jy] = i Jz`,
`[Jy, Jz] = i Jx`, `[Jz, Jx] = i Jy` (units with `ħ = 1`). -/
structure IsAngularMomentum (Jx Jy Jz : V →ₗ[ℂ] V) : Prop where
  symm_x : Jx.IsSymmetric
  symm_y : Jy.IsSymmetric
  symm_z : Jz.IsSymmetric
  comm_xy : Jx ∘ₗ Jy - Jy ∘ₗ Jx = Complex.I • Jz
  comm_yz : Jy ∘ₗ Jz - Jz ∘ₗ Jy = Complex.I • Jx
  comm_zx : Jz ∘ₗ Jx - Jx ∘ₗ Jz = Complex.I • Jy
```

The squared total is J² = Jx² + Jy² + Jz².

```lean
/-- The total angular momentum squared, `J² = Jx² + Jy² + Jz²`. -/
def totalSq (Jx Jy Jz : V →ₗ[ℂ] V) : V →ₗ[ℂ] V :=
  Jx ∘ₗ Jx + Jy ∘ₗ Jy + Jz ∘ₗ Jz
```

The mean is ⟨A⟩ = Re⟨v,Av⟩. For symmetric A the inner product is already real.

```lean
/-- The real part of `⟨v, A v⟩`. For a unit vector `v` and symmetric `A` this is the expectation
value of `A`. -/
def mean (A : V →ₗ[ℂ] V) (v : V) : ℝ := (inner ℂ v (A v)).re
```

The deviation vector is (A − ⟨A⟩)v.

```lean
/-- The deviation vector `(A - ⟨A⟩) v`. -/
def deviation (A : V →ₗ[ℂ] V) (v : V) : V := A v - (mean A v : ℂ) • v
```

Its squared norm is the variance.

```lean
/-- The squared norm of the deviation vector. For a unit vector `v` and symmetric `A` this is the
variance of `A`. -/
def variance (A : V →ₗ[ℂ] V) (v : V) : ℝ := ‖deviation A v‖ ^ 2
```

Write S for the squared length of the mean vector, ⟨Jx⟩² + ⟨Jy⟩² + ⟨Jz⟩².

```lean
/-- The squared length of the mean spin vector, `⟨Jx⟩² + ⟨Jy⟩² + ⟨Jz⟩²`. -/
def meanSpinSq (Jx Jy Jz : V →ₗ[ℂ] V) (v : V) : ℝ :=
  mean Jx v ^ 2 + mean Jy v ^ 2 + mean Jz v ^ 2
```

Write T for the sum of the three variances.

```lean
/-- The sum of the variances of the three components. -/
def totalVariance (Jx Jy Jz : V →ₗ[ℂ] V) (v : V) : ℝ :=
  variance Jx v + variance Jy v + variance Jz v
```

## An inequality for three vectors

Exchanging the arguments conjugates the inner product, so Im⟨y,x⟩ = −Im⟨x,y⟩.

```lean
private lemma im_swap (x y : V) : (inner ℂ y x).im = -(inner ℂ x y).im := by
  rw [← inner_conj_symm (𝕜 := ℂ) y x, Complex.conj_im]
```

For complex α, β, γ,

‖αx + βy + γz‖² = |α|²‖x‖² + |β|²‖y‖² + |γ|²‖z‖² + 2Re(α\*β⟨x,y⟩ + α\*γ⟨x,z⟩ + β\*γ⟨y,z⟩).

The lemma writes this out in real and imaginary parts.

```lean
private lemma norm_sq_comb (p p' q q' r r' : ℝ) (x y z : V) :
    ‖(⟨p, p'⟩ : ℂ) • x + (⟨q, q'⟩ : ℂ) • y + (⟨r, r'⟩ : ℂ) • z‖ ^ 2 =
      (p ^ 2 + p' ^ 2) * ‖x‖ ^ 2 + (q ^ 2 + q' ^ 2) * ‖y‖ ^ 2 + (r ^ 2 + r' ^ 2) * ‖z‖ ^ 2
      + 2 * ((p * q + p' * q') * (inner ℂ x y).re - (p * q' - p' * q) * (inner ℂ x y).im)
      + 2 * ((p * r + p' * r') * (inner ℂ x z).re - (p * r' - p' * r) * (inner ℂ x z).im)
      + 2 * ((q * r + q' * r') * (inner ℂ y z).re - (q * r' - q' * r) * (inner ℂ y z).im) := by
  rw [norm_add_sq (𝕜 := ℂ), norm_add_sq (𝕜 := ℂ)]
  simp only [inner_add_left, inner_smul_left, inner_smul_right, norm_smul, mul_pow,
    Complex.sq_norm, Complex.normSq_mk, RCLike.re_eq_complex_re, Complex.add_re, Complex.add_im,
    Complex.mul_re, Complex.mul_im, Complex.conj_re, Complex.conj_im]
  ring
```

Put w = (x,y,z), ‖w‖² = ‖x‖² + ‖y‖² + ‖z‖², and let n = (a,b,c) be a real unit vector. Define

G = 2(a Im⟨y,z⟩ + b Im⟨z,x⟩ + c Im⟨x,y⟩).

The cross term in ‖w − i n×w‖² is −2G, and ‖n×w‖² = ‖w‖² − ‖n·w‖². Therefore

0 ≤ ‖w − i n×w‖² + ‖n·w‖² = 2‖w‖² − 2G,

which gives G ≤ ‖w‖². In the code, `h1` to `h3` are the components of w − i n×w, `h4` is n·w, and `linarith` adds them.

```lean
/-- For three vectors and a real unit direction `(a, b, c)`, the component along that direction of
the real vector `2 (Im⟨y,z⟩, Im⟨z,x⟩, Im⟨x,y⟩)` is at most the sum of their squared norms. -/
theorem gram_cross_le (x y z : V) {a b c : ℝ} (hn : a ^ 2 + b ^ 2 + c ^ 2 = 1) :
    a * (2 * (inner ℂ y z).im) + b * (2 * (inner ℂ z x).im) + c * (2 * (inner ℂ x y).im)
      ≤ ‖x‖ ^ 2 + ‖y‖ ^ 2 + ‖z‖ ^ 2 := by
  -- the three components of `w - i n × w`, and the component `n · w`
  have h1 := sq_nonneg ‖(⟨1, 0⟩ : ℂ) • x + (⟨0, c⟩ : ℂ) • y + (⟨0, -b⟩ : ℂ) • z‖
  have h2 := sq_nonneg ‖(⟨0, -c⟩ : ℂ) • x + (⟨1, 0⟩ : ℂ) • y + (⟨0, a⟩ : ℂ) • z‖
  have h3 := sq_nonneg ‖(⟨0, b⟩ : ℂ) • x + (⟨0, -a⟩ : ℂ) • y + (⟨1, 0⟩ : ℂ) • z‖
  have h4 := sq_nonneg ‖(⟨a, 0⟩ : ℂ) • x + (⟨b, 0⟩ : ℂ) • y + (⟨c, 0⟩ : ℂ) • z‖
  rw [norm_sq_comb] at h1 h2 h3 h4
  have hW : (a ^ 2 + b ^ 2 + c ^ 2) * (‖x‖ ^ 2 + ‖y‖ ^ 2 + ‖z‖ ^ 2)
      = ‖x‖ ^ 2 + ‖y‖ ^ 2 + ‖z‖ ^ 2 := by rw [hn, one_mul]
  rw [im_swap x z]
  linarith
```

## From commutators to variances

For symmetric A and unit v,

‖Av − ⟨A⟩v‖² = ‖Av‖² − 2⟨A⟩² + ⟨A⟩² = ⟨A²⟩ − ⟨A⟩²,

so the variance defined above is the usual one.

```lean
/-- For a symmetric operator and a unit vector, the variance is `⟨A²⟩ - ⟨A⟩²`. -/
theorem variance_eq {A : V →ₗ[ℂ] V} (hA : A.IsSymmetric) {v : V} (hv : ‖v‖ = 1) :
    variance A v = mean (A ∘ₗ A) v - mean A v ^ 2 := by
  have h1 : ‖A v‖ ^ 2 = mean (A ∘ₗ A) v := by
    have h : inner ℂ (A v) (A v) = inner ℂ v (A (A v)) := hA v (A v)
    rw [mean, LinearMap.comp_apply, ← h]
    exact (inner_self_eq_norm_sq (𝕜 := ℂ) (A v)).symm
  have h2 : RCLike.re (inner ℂ (A v) ((mean A v : ℂ) • v)) = mean A v * mean A v := by
    have h : inner ℂ (A v) v = inner ℂ v (A v) := hA v v
    rw [inner_smul_right, h]
    exact Complex.re_ofReal_mul _ _
  have h3 : ‖(mean A v : ℂ) • v‖ ^ 2 = mean A v ^ 2 := by
    rw [norm_smul, hv, mul_one, Complex.norm_real, Real.norm_eq_abs, sq_abs]
  rw [variance, deviation, norm_sub_sq (𝕜 := ℂ), h1, h2, h3]
  ring
```

If A and B are symmetric and [A,B] = iC, then

i⟨v,Cv⟩ = ⟨Av,Bv⟩ − ⟨Bv,Av⟩ = 2i Im⟨Av,Bv⟩.

Replacing Av and Bv by their deviation vectors subtracts only real terms, so the imaginary part is unchanged (`h0`).

```lean
/-- If `A` and `B` are symmetric and `[A, B] = i C`, then twice the imaginary part of the overlap of
their deviation vectors is `mean C v`, which is the expectation value of `C` when `v` is a unit
vector. -/
theorem two_im_deviation {A B C : V →ₗ[ℂ] V} (hA : A.IsSymmetric) (hB : B.IsSymmetric)
    (hC : A ∘ₗ B - B ∘ₗ A = Complex.I • C) (v : V) :
    2 * (inner ℂ (deviation A v) (deviation B v)).im = mean C v := by
  have hvv : (inner ℂ v v).im = 0 := by linarith [im_swap v v]
  have ha : (inner ℂ (A v) v).im = 0 := by
    have h : inner ℂ (A v) v = inner ℂ v (A v) := hA v v
    have h' := im_swap v (A v)
    rw [← h] at h'
    linarith
  have hb : (inner ℂ v (B v)).im = 0 := by
    have h : inner ℂ (B v) v = inner ℂ v (B v) := hB v v
    have h' := im_swap v (B v)
    rw [h] at h'
    linarith
  -- subtracting the real means does not change the imaginary part
  have h0 : (inner ℂ (deviation A v) (deviation B v)).im = (inner ℂ (A v) (B v)).im := by
    simp only [deviation, inner_sub_left, inner_sub_right, inner_smul_left, inner_smul_right,
      Complex.conj_ofReal, Complex.sub_im, Complex.im_ofReal_mul, ha, hb, hvv]
    ring
  have h := congrArg (fun T : V →ₗ[ℂ] V => (inner ℂ v (T v)).im) hC
  simp only [LinearMap.sub_apply, LinearMap.comp_apply, LinearMap.smul_apply, inner_sub_right,
    inner_smul_right, Complex.sub_im, Complex.I_mul_im] at h
  have e1 : inner ℂ (A v) (B v) = inner ℂ v (A (B v)) := hA v (B v)
  have e2 : inner ℂ (B v) (A v) = inner ℂ v (B (A v)) := hB v (A v)
  rw [← e1, ← e2, im_swap (A v) (B v)] at h
  rw [h0, mean]
  linarith
```

Now take x, y, z to be the deviation vectors of Jx, Jy, Jz. Then ‖w‖² = T and G = n·⟨J⟩. Let r = √S. If r > 0, choose n = ⟨J⟩/r, which gives G = r and hence r ≤ T. If r = 0, the claim is T ≥ 0. No rotation of axes is needed. The Lean inequality holds for every v, but its terms are physical means and variances only when v is normalised.

```lean
/-- In every unit vector the length of the mean spin vector is at most the sum of the three
variances. -/
theorem meanSpin_le_totalVariance {Jx Jy Jz : V →ₗ[ℂ] V} (hJ : IsAngularMomentum Jx Jy Jz)
    (v : V) : √(meanSpinSq Jx Jy Jz v) ≤ totalVariance Jx Jy Jz v := by
  obtain ⟨r, hr⟩ : ∃ r, r = √(meanSpinSq Jx Jy Jz v) := ⟨_, rfl⟩
  have hr2 : r ^ 2 = mean Jx v ^ 2 + mean Jy v ^ 2 + mean Jz v ^ 2 := by
    rw [hr, Real.sq_sqrt (by unfold meanSpinSq; positivity), meanSpinSq]
  rw [← hr]
  by_cases h0 : r = 0
  · rw [h0]
    unfold totalVariance variance
    positivity
  -- choose the direction of the mean spin itself
  have hn : (mean Jx v / r) ^ 2 + (mean Jy v / r) ^ 2 + (mean Jz v / r) ^ 2 = 1 := by
    rw [div_pow, div_pow, div_pow, ← add_div, ← add_div, ← hr2]
    exact div_self (pow_ne_zero 2 h0)
  have hlen : mean Jx v / r * mean Jx v + mean Jy v / r * mean Jy v
      + mean Jz v / r * mean Jz v = r := by
    calc _ = (mean Jx v ^ 2 + mean Jy v ^ 2 + mean Jz v ^ 2) / r := by ring
      _ = r := by rw [← hr2, pow_two, mul_div_assoc, div_self h0, mul_one]
  have h := gram_cross_le (deviation Jx v) (deviation Jy v) (deviation Jz v) hn
  rw [two_im_deviation hJ.symm_y hJ.symm_z hJ.comm_yz,
    two_im_deviation hJ.symm_z hJ.symm_x hJ.comm_zx,
    two_im_deviation hJ.symm_x hJ.symm_y hJ.comm_xy, hlen] at h
  exact h
```

## The bounds at fixed j

Taking the mean of J²v = j(j+1)v and using Var A = ⟨A²⟩ − ⟨A⟩² gives

T + S = j(j+1).

```lean
/-- For a unit vector with `J² v = j(j+1) v`, the sum of the variances and the squared length
of the mean spin add up to `j(j+1)`. -/
theorem variance_sum_rule {Jx Jy Jz : V →ₗ[ℂ] V} (hJ : IsAngularMomentum Jx Jy Jz)
    {v : V} (hv : ‖v‖ = 1) {j : ℝ} (hj : totalSq Jx Jy Jz v = ((j * (j + 1) : ℝ) : ℂ) • v) :
    totalVariance Jx Jy Jz v + meanSpinSq Jx Jy Jz v = j * (j + 1) := by
  have hvv : (inner ℂ v v).re = ‖v‖ ^ 2 := inner_self_eq_norm_sq (𝕜 := ℂ) v
  have h := congrArg (fun w => (inner ℂ v w).re) hj
  simp only [totalSq, LinearMap.add_apply, inner_add_right, inner_smul_right, Complex.add_re,
    Complex.re_ofReal_mul] at h
  rw [hvv, hv] at h
  rw [totalVariance, meanSpinSq, variance_eq hJ.symm_x hv, variance_eq hJ.symm_y hv,
    variance_eq hJ.symm_z hv]
  unfold mean
  linarith
```

With r ≤ T this becomes r² + r ≤ j² + j, or (r − j)(r + j + 1) ≤ 0. Since j ≥ 0, r ≤ j. Hence S ≤ j² and T = j(j+1) − S ≥ j. The number j is any nonnegative real here; its quantisation is neither assumed nor derived.

```lean
/-- For a unit vector with `J² v = j(j+1) v` and `j ≥ 0`, the squared expectation values of
the three components add up to at most `j²`, and their variances to at least `j`. -/
theorem meanSpinSq_le_and_le_totalVariance {Jx Jy Jz : V →ₗ[ℂ] V}
    (hJ : IsAngularMomentum Jx Jy Jz) {v : V} (hv : ‖v‖ = 1) {j : ℝ} (hj0 : 0 ≤ j)
    (hj : totalSq Jx Jy Jz v = ((j * (j + 1) : ℝ) : ℂ) • v) :
    meanSpinSq Jx Jy Jz v ≤ j ^ 2 ∧ j ≤ totalVariance Jx Jy Jz v := by
  have hsum := variance_sum_rule hJ hv hj
  have hle := meanSpin_le_totalVariance hJ v
  have hr0 := Real.sqrt_nonneg (meanSpinSq Jx Jy Jz v)
  have hr2 : √(meanSpinSq Jx Jy Jz v) ^ 2 = meanSpinSq Jx Jy Jz v :=
    Real.sq_sqrt (by unfold meanSpinSq; positivity)
  -- for `r, j ≥ 0`, `r² + r ≤ j² + j` forces `r ≤ j`
  have hrj : √(meanSpinSq Jx Jy Jz v) ≤ j := by
    by_contra hlt
    have hlt' := lt_of_not_ge hlt
    nlinarith
  have hS : meanSpinSq Jx Jy Jz v ≤ j ^ 2 := by nlinarith
  exact ⟨hS, by linarith⟩
```

If also Jz v = jv, then ⟨Jz⟩ = j, so S ≥ j². Both bounds become equalities.

```lean
/-- For a unit vector with `J² v = j(j+1) v`, `j ≥ 0` and `Jz v = j v`, the squared expectation
values of the three components add up to exactly `j²` and their variances to exactly `j`. -/
theorem bounds_attained {Jx Jy Jz : V →ₗ[ℂ] V} (hJ : IsAngularMomentum Jx Jy Jz)
    {v : V} (hv : ‖v‖ = 1) {j : ℝ} (hj0 : 0 ≤ j)
    (hj : totalSq Jx Jy Jz v = ((j * (j + 1) : ℝ) : ℂ) • v) (hz : Jz v = (j : ℂ) • v) :
    meanSpinSq Jx Jy Jz v = j ^ 2 ∧ totalVariance Jx Jy Jz v = j := by
  have hvv : (inner ℂ v v).re = ‖v‖ ^ 2 := inner_self_eq_norm_sq (𝕜 := ℂ) v
  have hm : mean Jz v = j := by
    rw [mean, hz, inner_smul_right, Complex.re_ofReal_mul, hvv, hv]
    ring
  have hge : j ^ 2 ≤ meanSpinSq Jx Jy Jz v := by
    rw [meanSpinSq, hm]
    linarith [sq_nonneg (mean Jx v), sq_nonneg (mean Jy v)]
  have hS := le_antisymm (meanSpinSq_le_and_le_totalVariance hJ hv hj0 hj).1 hge
  exact ⟨hS, by linarith [variance_sum_rule hJ hv hj]⟩
```

An intermediate case is j = 1 with v = (|1,1⟩ + |1,0⟩)/√2. Here ⟨Jx⟩ = 1/√2, ⟨Jy⟩ = 0 and ⟨Jz⟩ = 1/2, so S = 3/4. The variances are 1/4, 3/4 and 1/4, so T = 5/4. Both inequalities are strict, and S + T = 2 = j(j+1).

## Spin 1/2 satisfies the hypotheses

A 2 × 2 matrix acts on two-component spinors.

```lean
/-- The operator on two-component spinors given by a 2 × 2 matrix. -/
def spinorOp (M : Matrix (Fin 2) (Fin 2) ℂ) :
    EuclideanSpace ℂ (Fin 2) →ₗ[ℂ] EuclideanSpace ℂ (Fin 2) where
  toFun v := WithLp.toLp 2 (M *ᵥ v.ofLp)
  map_add' u v := by rw [WithLp.ofLp_add, Matrix.mulVec_add, WithLp.toLp_add]
  map_smul' c v := by
    rw [WithLp.ofLp_smul, Matrix.mulVec_smul, WithLp.toLp_smul, RingHom.id_apply]
```

Component i of the result is M_i0 v_0 + M_i1 v_1.

```lean
private lemma spinorOp_apply (M : Matrix (Fin 2) (Fin 2) ℂ) (v : EuclideanSpace ℂ (Fin 2))
    (i : Fin 2) : (spinorOp M v).ofLp i = M i 0 * v.ofLp 0 + M i 1 * v.ofLp 1 := by
  fin_cases i <;> simp [spinorOp]
```

A Hermitian matrix gives a symmetric operator.

```lean
private lemma spinorOp_symm {M : Matrix (Fin 2) (Fin 2) ℂ} (h : ∀ i k, star (M i k) = M k i) :
    (spinorOp M).IsSymmetric := by
  intro u v
  have h' : ∀ i k, (starRingEnd ℂ) (M i k) = M k i := h
  simp only [PiLp.inner_apply, RCLike.inner_apply, Fin.sum_univ_two, spinorOp_apply, map_add,
    map_mul, h']
  ring
```

Matrix commutators carry over to the operators.

```lean
private lemma spinorOp_comm {A B C : Matrix (Fin 2) (Fin 2) ℂ}
    (h : A * B - B * A = Complex.I • C) :
    spinorOp A ∘ₗ spinorOp B - spinorOp B ∘ₗ spinorOp A = Complex.I • spinorOp C := by
  refine LinearMap.ext fun v => ?_
  ext i
  have h0 := congrFun (congrFun h i) 0
  have h1 := congrFun (congrFun h i) 1
  simp only [Matrix.sub_apply, Matrix.mul_apply, Fin.sum_univ_two, Matrix.smul_apply,
    smul_eq_mul] at h0 h1
  simp only [LinearMap.sub_apply, LinearMap.comp_apply, LinearMap.smul_apply, PiLp.sub_apply,
    PiLp.smul_apply, spinorOp_apply, smul_eq_mul]
  linear_combination v.ofLp 0 * h0 + v.ofLp 1 * h1
```

The spin matrices, half the Pauli matrices, obey the cyclic relations. Each squares to 1/4, so J² = 3/4 = (1/2)(1/2 + 1) on every spinor. The proof checks these identities entry by entry.

```lean
/-- The spin-1/2 matrices on two-component spinors are an angular momentum, and every spinor
satisfies `J² v = j(j+1) v` with `j = 1/2`. -/
theorem spinHalf_witness :
    let Jx := spinorOp !![0, 1 / 2; 1 / 2, 0]
    let Jy := spinorOp !![0, -Complex.I / 2; Complex.I / 2, 0]
    let Jz := spinorOp !![1 / 2, 0; 0, -1 / 2]
    IsAngularMomentum Jx Jy Jz ∧
      ∀ v, totalSq Jx Jy Jz v = (((1 / 2) * (1 / 2 + 1) : ℝ) : ℂ) • v := by
  intro Jx Jy Jz
  refine ⟨⟨spinorOp_symm ?_, spinorOp_symm ?_, spinorOp_symm ?_, spinorOp_comm ?_,
    spinorOp_comm ?_, spinorOp_comm ?_⟩, fun v => ?_⟩
  · intro i k
    fin_cases i <;> fin_cases k <;> simp
  · intro i k
    fin_cases i <;> fin_cases k <;> simp
  · intro i k
    fin_cases i <;> fin_cases k <;> simp
  · ext i k
    fin_cases i <;> fin_cases k <;> simp <;> ring
  · ext i k
    fin_cases i <;> fin_cases k <;> simp <;> ring
  · ext i k
    fin_cases i <;> fin_cases k <;>
      simp [Fin.sum_univ_two, Complex.ext_iff] <;> norm_num
  · ext i
    simp only [totalSq, Jx, Jy, Jz, LinearMap.add_apply, LinearMap.comp_apply, PiLp.add_apply,
      PiLp.smul_apply, spinorOp_apply, smul_eq_mul]
    push_cast
    fin_cases i
    · simp only [Matrix.of_apply, Matrix.cons_val', Matrix.cons_val_zero, Matrix.cons_val_one,
        Fin.zero_eta, Matrix.cons_val_fin_one]
      linear_combination (-(1 / 4) * v.ofLp 0) * Complex.I_sq
    · simp only [Matrix.of_apply, Matrix.cons_val', Matrix.cons_val_zero, Matrix.cons_val_one,
        Fin.mk_one, Matrix.cons_val_fin_one]
      linear_combination (-(1 / 4) * v.ofLp 1) * Complex.I_sq

end

end AngularMomentumVariance
```

```lean
#print axioms AngularMomentumVariance.meanSpin_le_totalVariance
#print axioms AngularMomentumVariance.bounds_attained
```

```
'AngularMomentumVariance.meanSpin_le_totalVariance' depends on axioms: [propext, Classical.choice, Quot.sound]
'AngularMomentumVariance.bounds_attained' depends on axioms: [propext, Classical.choice, Quot.sound]
```
